# Many-body dispersion lowers the zero-point energy of equal-frequency oscillators with traceless coupling by at most four times the second-order amount

Suppose a calculation on coupled oscillators returns a many-body dispersion binding five times as large as the second-order binding for the same coupling matrix. Binding here means the total lowering of the zero-point energy below that of the uncoupled oscillators, not the interaction energy between two molecules. Close to an instability the coupling is not small, so perturbation theory sets no limit on this ratio, and a faulty number can pass for strong collective binding. If the oscillators share one frequency, the coupling matrix has trace zero and no mode is unstable, a ratio of five is impossible. Either the model actually used breaks one of these conditions, or the energies were computed wrongly.

## Oscillators and their two energies

Take N one-dimensional oscillators of unit frequency, with ħ = 1 and mass-weighted displacements qᵢ. An isotropic three-dimensional oscillator supplies three of them. The Hamiltonian is

H = ½ Σᵢ pᵢ² + ½ Σᵢⱼ qᵢ (δᵢⱼ + Tᵢⱼ) qⱼ.

In Lean, `n` is the finite set of labels i, the number N is `Fintype.card n`, and `1` is the identity matrix where a matrix is expected.

```lean
import Mathlib

open Matrix

namespace ManyBodyDispersionBound

noncomputable section

variable {n : Type*} [Fintype n]
```

Let S be the positive semidefinite square root of 1 + T. Its eigenvalues are the normal-mode frequencies. Expanding in T gives

S = 1 + T/2 − T²/8 + …

The zero-point energy changes by (tr S − N)/2. When tr T = 0, its leading term is

E₂ = −tr(T²)/16.

```lean
/-- The second-order dispersion energy `-tr(T²)/16` of unit-frequency oscillators with
coupling matrix `T`, in units with `ħ = 1`. -/
def secondOrderEnergy (T : Matrix n n ℝ) : ℝ := -trace (T * T) / 16
```

The full many-body energy is

E = (tr S − N)/2.

The step from H to the zero-point energy ½ tr S is the usual normal-mode argument. It enters through this definition and is not derived in Lean.

```lean
/-- The many-body dispersion energy: half the trace of the frequency matrix `S`, minus the
zero-point energy `1/2` of each uncoupled unit-frequency oscillator. -/
def mbdEnergy (S : Matrix n n ℝ) : ℝ := (trace S - Fintype.card n) / 2
```

## Traces of squares

For a symmetric matrix A,

tr(A²) = Σᵢⱼ Aᵢⱼ Aⱼᵢ = Σᵢⱼ Aᵢⱼ².

The proof unfolds the trace and the product, then replaces Aⱼᵢ by Aᵢⱼ.

```lean
/-- For a real symmetric matrix, the trace of the square is the sum of all squared entries. -/
theorem trace_mul_self_eq_sum {A : Matrix n n ℝ} (hA : Aᵀ = A) :
    trace (A * A) = ∑ i, ∑ j, A i j ^ 2 := by
  simp only [Matrix.trace, Matrix.diag_apply, Matrix.mul_apply]
  refine Finset.sum_congr rfl fun i _ => Finset.sum_congr rfl fun j _ => ?_
  have h : A j i = A i j := congrFun (congrFun hA i) j
  rw [h, sq]
```

If this sum is zero, every row sum is zero, and then every entry is zero. The proof applies the same fact about nonnegative sums twice.

```lean
/-- A real symmetric matrix whose square has trace zero is the zero matrix. -/
theorem eq_zero_of_trace_mul_self {A : Matrix n n ℝ} (hA : Aᵀ = A)
    (h : trace (A * A) = 0) : A = 0 := by
  rw [trace_mul_self_eq_sum hA] at h
  ext i j
  have hi := (Finset.sum_eq_zero_iff_of_nonneg
    (fun i _ => Finset.sum_nonneg fun j _ => sq_nonneg (A i j))).1 h i (Finset.mem_univ i)
  have hij := (Finset.sum_eq_zero_iff_of_nonneg
    (fun j _ => sq_nonneg (A i j))).1 hi j (Finset.mem_univ j)
  simpa using hij
```

## The frequency matrix

The relation between S and T consists of two conditions: S is positive semidefinite, and S² = 1 + T. Physically, no mode has an imaginary frequency, though a mode of zero frequency is allowed. For an unstable coupling no such S exists, and the theorems say nothing.

```lean
variable [DecidableEq n]

/-- `S` is the frequency matrix of unit-frequency oscillators coupled by `T`: it is positive
semidefinite and its square is `1 + T`. -/
structure IsFrequencyMatrix (S T : Matrix n n ℝ) : Prop where
  posSemidef : S.PosSemidef
  sq_eq : S * S = 1 + T
```

Positive semidefiniteness includes symmetry of S. Hence T = S² − 1 is symmetric too, and this needs no separate assumption.

```lean
/-- A frequency matrix is symmetric. -/
theorem IsFrequencyMatrix.symm {S T : Matrix n n ℝ} (h : IsFrequencyMatrix S T) : Sᵀ = S := by
  rw [← conjTranspose_eq_transpose_of_trivial]
  exact h.posSemidef.isHermitian.eq
```

The remaining hypothesis, tr T = 0, holds when no oscillator couples to itself, as for dipole coupling between distinct atoms.

## Why E₂ is the second-order term

Put X = S − 1. Then

T = 2X + X²,
T² = 4X² + 4X³ + X⁴.

Since tr T = 0, we have tr X = −tr(X²)/2, so E = tr(X)/2 = −tr(X²)/4. Subtracting E₂ leaves

E − E₂ = tr(X³)/4 + tr(X⁴)/16.

The difference contains no terms below third order in the frequency shift. In the proof, `noncomm_ring` expands the matrix polynomials and `linarith` combines their traces.

```lean
/-- For traceless coupling, the many-body energy differs from the second-order energy only by
cubic and quartic terms in the frequency shift `S - 1`. -/
theorem energy_sub_secondOrder {S T : Matrix n n ℝ} (h : IsFrequencyMatrix S T)
    (hT : trace T = 0) :
    mbdEnergy S - secondOrderEnergy T
      = trace ((S - 1) ^ 3) / 4 + trace ((S - 1) ^ 4) / 16 := by
  obtain ⟨X, rfl⟩ : ∃ X, S = X + 1 := ⟨S - 1, by abel⟩
  have hTX : T = X + X + X ^ 2 := by
    have h1 : T = (X + 1) * (X + 1) - 1 := by rw [h.sq_eq]; abel
    rw [h1]; noncomm_ring
  have hTT : T * T = X ^ 2 + X ^ 2 + X ^ 2 + X ^ 2
      + (X ^ 3 + X ^ 3 + X ^ 3 + X ^ 3) + X ^ 4 := by
    rw [hTX]; noncomm_ring
  have t1 := congrArg trace hTX
  have t2 := congrArg trace hTT
  simp only [trace_add] at t1 t2
  simp only [mbdEnergy, secondOrderEnergy, add_sub_cancel_right, trace_add, trace_one]
  linarith
```

## An exact formula for the gap

Substituting T = S² − 1 and expanding gives

2S − 2 − T + T² = (S(S − 1))² + 2(S − 1)S(S − 1).

On the left, the trace is 4E − 16E₂, because tr T = 0. Dividing by four gives

E − 4E₂ = tr((S(S − 1))²)/4 + tr((S − 1)S(S − 1))/2.

The matrix identity is `key` in the proof.

```lean
/-- For traceless coupling, the many-body energy exceeds four times the second-order energy
by exactly the sum of these two traces. -/
theorem energy_gap {S T : Matrix n n ℝ} (h : IsFrequencyMatrix S T) (hT : trace T = 0) :
    mbdEnergy S - 4 * secondOrderEnergy T
      = trace ((S * (S - 1)) * (S * (S - 1))) / 4 + trace ((S - 1) * S * (S - 1)) / 2 := by
  have hTS : T = S * S - 1 := by rw [h.sq_eq]; abel
  have key : S + S - 1 - 1 - T + T * T = (S * (S - 1)) * (S * (S - 1))
      + ((S - 1) * S * (S - 1) + (S - 1) * S * (S - 1)) := by
    rw [hTS]; noncomm_ring
  have t := congrArg trace key
  rw [trace_add, trace_sub, trace_sub, trace_sub, trace_add, trace_add, trace_add,
    trace_one, hT] at t
  simp only [mbdEnergy, secondOrderEnergy]
  linarith
```

Both traces are nonnegative. The matrix S(S − 1) is symmetric, so the first is a sum of squares. The second is the trace of (S − 1)ᵀS(S − 1), which is positive semidefinite because S is. In terms of the frequencies s, the two traces are Σ s²(s − 1)² and Σ s(s − 1)².

```lean
/-- For a frequency matrix `S`, the matrix `S(S - 1)` is symmetric, and both traces in the gap
formula are nonnegative. -/
theorem gap_terms_nonneg {S T : Matrix n n ℝ} (h : IsFrequencyMatrix S T) :
    (S * (S - 1))ᵀ = S * (S - 1) ∧ 0 ≤ trace ((S * (S - 1)) * (S * (S - 1))) ∧
      0 ≤ trace ((S - 1) * S * (S - 1)) := by
  have hA : (S * (S - 1))ᵀ = S * (S - 1) := by
    rw [transpose_mul, transpose_sub, transpose_one, h.symm]; noncomm_ring
  refine ⟨hA, ?_, ?_⟩
  · rw [trace_mul_self_eq_sum hA]; positivity
  · have hB := (h.posSemidef.conjTranspose_mul_mul_same (S - 1)).trace_nonneg
    rwa [conjTranspose_eq_transpose_of_trivial, transpose_sub, transpose_one, h.symm] at hB
```

Therefore E ≥ 4E₂. With the definitions inserted, this reads

tr S ≥ N − tr(T²)/2.

For example, couple two oscillators by 0.96. The squared frequencies are 1.96 and 0.04, so the frequencies are 1.4 and 0.2. Then

E = (1.6 − 2)/2 = −0.2,
E₂ = −2(0.96)²/16 = −0.1152,
4E₂ = −0.4608.

The many-body binding is about 1.74 times second order. The gap is 0.2608, and the formula gives the same number as 0.0848 + 0.176.

```lean
/-- Many-body binding is at most four times second order: for traceless coupling, the
many-body dispersion energy is at least four times the second-order energy. -/
theorem four_mul_secondOrder_le {S T : Matrix n n ℝ} (h : IsFrequencyMatrix S T)
    (hT : trace T = 0) : 4 * secondOrderEnergy T ≤ mbdEnergy S := by
  have hg := energy_gap h hT
  obtain ⟨-, h1, h2⟩ := gap_terms_nonneg h
  linarith
```

## Equality only without coupling

If E = 4E₂, both nonnegative terms vanish. The first gives S(S − 1) = 0, so S² = S and T = S − 1. Then

T² = S(S − 1) − (S − 1) = −T.

Hence tr(T²) = −tr T = 0, and T = 0.

Conversely, let T = 0. Then (S − 1)² = 2 − 2S has nonnegative trace, so E ≤ 0. The lower bound gives E ≥ 0, and both energies are zero.

The same square gives a neighbouring result for any traceless T that has a frequency matrix S:

E = −tr((S − 1)²)/4 ≤ 0.

Such a coupling never raises the zero-point energy.

```lean
/-- For traceless coupling, the many-body energy equals four times the second-order energy
exactly when the coupling vanishes. -/
theorem eq_four_mul_secondOrder_iff {S T : Matrix n n ℝ} (h : IsFrequencyMatrix S T)
    (hT : trace T = 0) : mbdEnergy S = 4 * secondOrderEnergy T ↔ T = 0 := by
  constructor
  · intro he
    have hg := energy_gap h hT
    obtain ⟨hA, h1, h2⟩ := gap_terms_nonneg h
    -- equality makes `S` a projector
    have hP : S * (S - 1) = 0 := eq_zero_of_trace_mul_self hA (by linarith)
    have hSS : S * S = S := by
      rw [mul_sub, mul_one] at hP
      exact sub_eq_zero.1 hP
    have hTS : T = S - 1 := by rw [← hSS, h.sq_eq]; abel
    -- hence `T² = -T`, whose trace vanishes
    have hTT : T * T = -T := by
      calc T * T = S * (S - 1) - (S - 1) := by rw [hTS]; noncomm_ring
        _ = -T := by rw [hP, hTS, zero_sub]
    refine eq_zero_of_trace_mul_self ?_ (by rw [hTT, trace_neg, hT, neg_zero])
    rw [hTS, transpose_sub, transpose_one, h.symm]
  · intro h0
    have hlow := four_mul_secondOrder_le h hT
    have hX : (S - 1)ᵀ = S - 1 := by rw [transpose_sub, transpose_one, h.symm]
    have hpos : 0 ≤ trace ((S - 1) * (S - 1)) := by
      rw [trace_mul_self_eq_sum hX]; positivity
    have hXX : (S - 1) * (S - 1) = 1 + 1 - S - S := by
      calc (S - 1) * (S - 1) = S * S - S - S + 1 := by noncomm_ring
        _ = 1 + 1 - S - S := by rw [h.sq_eq, h0]; abel
    rw [hXX, trace_sub, trace_sub, trace_add, trace_one] at hpos
    have hE : secondOrderEnergy T = 0 := by simp [secondOrderEnergy, h0]
    rw [hE] at hlow ⊢
    unfold mbdEnergy at hlow ⊢
    linarith
```

## Uniform coupling approaches the factor four

To see that four is the best constant for all sizes together, take m + 2 oscillators with m = 0, 1, 2, …, and let J be the matrix with all entries one.

```lean
/-- The square matrix of size `m + 2` with all entries one. -/
def ones (m : ℕ) : Matrix (Fin (m + 2)) (Fin (m + 2)) ℝ := Matrix.of fun _ _ => 1
```

Couple every pair by −1/(m + 1):

T = (1 − J)/(m + 1).

The diagonal is zero. The uniform displacement has eigenvalue −1, and all displacements orthogonal to it have eigenvalue 1/(m + 1).

```lean
/-- Uniform coupling of `m + 2` oscillators: every pair is coupled by `-1/(m + 1)`. -/
def uniformCoupling (m : ℕ) : Matrix (Fin (m + 2)) (Fin (m + 2)) ℝ :=
  (1 / ((m : ℝ) + 1)) • (1 - ones m)
```

Thus 1 + T removes the uniform displacement and multiplies the rest by 1 + 1/(m + 1). Its square root is

S = √(1 + 1/(m + 1)) P, with P = 1 − J/(m + 2).

```lean
/-- A multiple of the projector that removes the uniform displacement of `m + 2` oscillators. -/
def uniformFrequency (m : ℕ) : Matrix (Fin (m + 2)) (Fin (m + 2)) ℝ :=
  √(1 + 1 / ((m : ℝ) + 1)) • (1 - (1 / ((m : ℝ) + 2)) • ones m)
```

The algebra uses two facts about J:

tr J = m + 2, J² = (m + 2)J.

```lean
/-- The all-ones matrix of size `m + 2` has trace `m + 2` and squares to `m + 2` times itself. -/
theorem ones_trace_and_sq (m : ℕ) :
    trace (ones m) = (m : ℝ) + 2 ∧ ones m * ones m = ((m : ℝ) + 2) • ones m := by
  constructor
  · simp [ones, Matrix.trace]
  · ext i j
    simp [ones, Matrix.mul_apply]
```

They give P² = P. Since P is also symmetric, P = PᵀP is positive semidefinite, and so is its nonnegative multiple S. Squaring S gives 1 + T. The proof abbreviates 1/(m + 2) and 1/(m + 1) as `a` and `b`, and checks these identities with `linear_combination`.

```lean
/-- The uniform coupling is traceless, and `uniformFrequency` is its frequency matrix. -/
theorem uniform_witness (m : ℕ) :
    IsFrequencyMatrix (uniformFrequency m) (uniformCoupling m) ∧
      trace (uniformCoupling m) = 0 := by
  obtain ⟨htr, hJ⟩ := ones_trace_and_sq m
  have ha : 1 / ((m : ℝ) + 2) * ((m : ℝ) + 2) = 1 := by field_simp
  have hab : (1 + 1 / ((m : ℝ) + 1)) * (1 / ((m : ℝ) + 2)) = 1 / ((m : ℝ) + 1) := by
    field_simp
    ring
  have hc : √(1 + 1 / ((m : ℝ) + 1)) * √(1 + 1 / ((m : ℝ) + 1)) = 1 + 1 / ((m : ℝ) + 1) :=
    Real.mul_self_sqrt (by positivity)
  unfold uniformFrequency uniformCoupling
  generalize 1 / ((m : ℝ) + 2) = a at *
  generalize 1 / ((m : ℝ) + 1) = b at *
  have hP : (1 - a • ones m) * (1 - a • ones m) = 1 - a • ones m := by
    simp only [sub_mul, mul_sub, one_mul, mul_one, Matrix.smul_mul, Matrix.mul_smul, hJ]
    linear_combination (norm := module) (a * ha) • ones m
  have hPt : (1 - a • ones m)ᴴ = 1 - a • ones m := by
    ext i j
    simp [ones, Matrix.one_apply, eq_comm]
  refine ⟨⟨?_, ?_⟩, ?_⟩
  · have hpsd := posSemidef_conjTranspose_mul_self (1 - a • ones m)
    rw [hPt, hP] at hpsd
    exact hpsd.smul (Real.sqrt_nonneg _)
  · rw [Matrix.smul_mul, Matrix.mul_smul, hP, smul_smul, hc]
    linear_combination (norm := module) -(hab • ones m)
  · rw [trace_smul, trace_sub, trace_one, htr]
    simp
```

For the energies, tr((1 − J)²) = (m + 2)(m + 1), so

E₂ = −(m + 2)/(16(m + 1)).

Since tr P = m + 1, the trace of S is (m + 1)√(1 + 1/(m + 1)). The square root lies below its tangent, √(1 + x) ≤ 1 + x/2, which gives tr S ≤ m + 3/2 and

E ≤ (m + 3/2 − (m + 2))/2 = −1/4.

The ratio E/E₂ is therefore at least 4(m + 1)/(m + 2), which tends to four.

```lean
/-- For `m + 2` uniformly coupled oscillators the second-order energy is
`-(m + 2)/(16 (m + 1))`, while the many-body energy is at most `-1/4`. -/
theorem uniform_energies (m : ℕ) :
    secondOrderEnergy (uniformCoupling m) = -((m : ℝ) + 2) / (16 * ((m : ℝ) + 1)) ∧
      mbdEnergy (uniformFrequency m) ≤ -1 / 4 := by
  obtain ⟨htr, hJ⟩ := ones_trace_and_sq m
  constructor
  · have h1 : trace ((1 - ones m) * (1 - ones m)) = ((m : ℝ) + 2) * ((m : ℝ) + 1) := by
      simp only [sub_mul, mul_sub, one_mul, mul_one, hJ, trace_sub, trace_smul, trace_one,
        htr, Fintype.card_fin, smul_eq_mul]
      push_cast
      ring
    unfold secondOrderEnergy uniformCoupling
    rw [Matrix.smul_mul, Matrix.mul_smul, trace_smul, trace_smul, h1, smul_eq_mul, smul_eq_mul]
    field_simp
  · have h2 : trace (uniformFrequency m) = √(1 + 1 / ((m : ℝ) + 1)) * ((m : ℝ) + 1) := by
      unfold uniformFrequency
      rw [trace_smul, trace_sub, trace_smul, trace_one, htr, Fintype.card_fin, smul_eq_mul,
        smul_eq_mul, one_div_mul_cancel (by positivity)]
      push_cast
      ring
    -- the square root lies below its tangent
    have h3 : √(1 + 1 / ((m : ℝ) + 1)) ≤ 1 + 1 / ((m : ℝ) + 1) / 2 := by
      rw [Real.sqrt_le_left (by positivity)]
      nlinarith [sq_nonneg (1 / ((m : ℝ) + 1))]
    have h4 : √(1 + 1 / ((m : ℝ) + 1)) * ((m : ℝ) + 1)
        ≤ (1 + 1 / ((m : ℝ) + 1) / 2) * ((m : ℝ) + 1) :=
      mul_le_mul_of_nonneg_right h3 (by positivity)
    have h5 : (1 + 1 / ((m : ℝ) + 1) / 2) * ((m : ℝ) + 1) = (m : ℝ) + 1 + 1 / 2 := by
      field_simp
    unfold mbdEnergy
    rw [h2, Fintype.card_fin]
    push_cast
    linarith
```

Now suppose that E ≥ cE₂ holds for traceless couplings of every size. For the uniform family this requires

c(m + 2) ≥ 4(m + 1), that is, (4 − c)(m + 2) ≤ 4.

If c were below four, any m > 4/(4 − c) would violate this. Hence c ≥ 4. In the hypothesis `hc` the letter `m` is the matrix size itself; the proof applies it at size m + 2.

This optimality concerns all traceless couplings and all sizes together. At one fixed size a smaller constant may do, and the uniform family is not meant as an arrangement of point dipoles in space. Its uniform displacement has frequency zero, so it lies exactly at the edge of stability, where the Hamiltonian has no normalisable ground state. Scaling each coupling by a factor slightly below one makes every frequency positive and changes the ratio as little as desired, so strictly stable couplings also come arbitrarily close to four; this last remark is not proved in Lean.

In electronic-structure work, where coupled oscillators supply dispersion corrections, the bound compares the total many-body energy with the second-order energy of the same coupling matrix, when all oscillators have the same frequency. It does not limit the interaction energy of two fragments, which is a difference of such totals. For example, take two pairs of oscillators with coupling −0.75 inside each pair, and couple every oscillator of one pair to every oscillator of the other by −0.12. The soft mode of each separate pair has frequency 0.5; together these two modes become modes of frequency 0.7 and 0.1, and the other modes do not change. The interaction energy is (0.8 − 1)/2 = −0.1, while its second-order value is −8(0.12)²/16 = −0.0072, a ratio of about 13.9. Atoms of different elements generally need different frequencies, and the theorems here do not cover that case.

```lean
/-- The factor four is optimal: any constant `c` that bounds the many-body energy below by `c`
times second order, for traceless couplings of every size, is at least four. -/
theorem four_le_of_bound (c : ℝ)
    (hc : ∀ (m : ℕ) (S T : Matrix (Fin m) (Fin m) ℝ), IsFrequencyMatrix S T →
      trace T = 0 → c * secondOrderEnergy T ≤ mbdEnergy S) : 4 ≤ c := by
  by_contra hlt
  have hd : 0 < 4 - c := by linarith [not_le.1 hlt]
  obtain ⟨m, hm⟩ := exists_nat_gt (4 / (4 - c))
  rw [div_lt_iff₀ hd] at hm
  obtain ⟨hF, hT⟩ := uniform_witness m
  obtain ⟨h2, hE⟩ := uniform_energies m
  have hb := (hc _ _ _ hF hT).trans hE
  rw [h2, ← mul_div_assoc, div_le_iff₀ (by positivity)] at hb
  nlinarith

end

end ManyBodyDispersionBound
```

```lean
#print axioms ManyBodyDispersionBound.energy_sub_secondOrder
-- 'ManyBodyDispersionBound.energy_sub_secondOrder' depends on axioms: [propext, Classical.choice, Quot.sound]
#print axioms ManyBodyDispersionBound.four_mul_secondOrder_le
-- 'ManyBodyDispersionBound.four_mul_secondOrder_le' depends on axioms: [propext, Classical.choice, Quot.sound]
#print axioms ManyBodyDispersionBound.eq_four_mul_secondOrder_iff
-- 'ManyBodyDispersionBound.eq_four_mul_secondOrder_iff' depends on axioms: [propext, Classical.choice, Quot.sound]
#print axioms ManyBodyDispersionBound.four_le_of_bound
-- 'ManyBodyDispersionBound.four_le_of_bound' depends on axioms: [propext, Classical.choice, Quot.sound]
```
